# A singlet with nonzero coupling to a degenerate triplet leaves two triplet combinations unshifted

When spin–orbit coupling mixes a singlet with the three sublevels of a nearby triplet, the question is which states move in energy. The model used here takes the sublevels as exactly degenerate, puts the zero of energy at their common level, and allows no coupling among them. What remains is the singlet energy $d$, a real number, and a vector $v$ of complex couplings $v_i=\langle T_i|H|S\rangle$, where $S$ is the singlet, $T_i$ are the components, and all these states are orthonormal. The number of components is left general and called $n$; a triplet has $n=3$.

## One coupled combination, $n-1$ unshifted ones

With the singlet listed first,

$$H=\begin{pmatrix} d & v^\dagger\\ v & 0\end{pmatrix},\qquad |v|^2=\sum_i |v_i|^2 .$$

For $v\neq 0$ the characteristic polynomial is

$$\det(xI-H)=x^{\,n-1}\,(x^2-dx-|v|^2).$$

A state with singlet amplitude $s$ and component amplitudes $t$ satisfies $H(s,t)=0$ exactly when $s=0$ and $v^\dagger t=0$. These states form a space of dimension $n-1$, which is two for a triplet. The other two energies are

$$E_\pm=\tfrac12\left(d\pm\sqrt{d^2+4|v|^2}\right).$$

## A reference block for spin–orbit diagonalisation

A program that diagonalises spin–orbit coupling in a basis of scalar-relativistic states can be checked against this result on a block of one singlet and one triplet, provided that the singlet–triplet coupling is nonzero, that the triplet sublevels are degenerate and uncoupled among themselves, and that no other states are present. Two eigenvalues must equal the triplet energy, and the other two depend on the couplings only through $|v|^2$, so phases of the basis states cannot affect them.

Eigenvectors need more care. A diagonaliser may return any basis of the two-dimensional unshifted space, so the quantities to compare are the singlet amplitude and the overlap $v^\dagger t$, both zero, and not individual coefficients.

## From the action of $H$ to the levels

Multiplying out gives

$$H(s,t)=(ds+v^\dagger t,\; s\,v).$$

**Unshifted states.** If $H(s,t)=0$, then $s\,v=0$, and $v\neq0$ forces $s=0$. The first entry then reads $v^\dagger t=0$. Conversely, these two conditions make both entries vanish. The map $t\mapsto v^\dagger t$ reaches every complex number $c$, since $t=c\,v/|v|^2$ is sent to $c$. Its kernel therefore has dimension $n-1$.

**Characteristic polynomial.** Multiply $xI-H$ on the right by a block triangular matrix:

$$\begin{pmatrix} x-d & -v^\dagger\\ -v & xI\end{pmatrix}\begin{pmatrix} x & 0\\ v & I\end{pmatrix}=\begin{pmatrix} x^2-dx-|v|^2 & -v^\dagger\\ 0 & xI\end{pmatrix}.$$

Taking determinants gives

$$x\det(xI-H)=x^n(x^2-dx-|v|^2).$$

A nonzero $v$ has at least one entry, so $n\ge1$ and one factor $x$ cancels.

**Shifted states.** Suppose $E^2=dE+|v|^2$. Then

$$H(E,v)=(dE+|v|^2,\;E\,v)=E\,(E,v),$$

and $(E,v)$ is nonzero because $v$ is. Completing the square, $(E-d/2)^2=d^2/4+|v|^2$, gives $E_\pm$. The normalised state is $(E,v)/\sqrt{E^2+|v|^2}$, with singlet weight $E^2/(E^2+|v|^2)$.

## The Lean file

```lean
import Mathlib

open Matrix Polynomial

namespace SingletTripletInteraction

noncomputable section

variable {ι : Type*}

/-- The Hamiltonian of a singlet at real energy `d` coupled with amplitudes `v` to
degenerate components at energy zero. -/
def hamiltonian (d : ℝ) (v : ι → ℂ) : Matrix (Unit ⊕ ι) (Unit ⊕ ι) ℂ :=
  fromBlocks (of fun _ _ => (d : ℂ)) (of fun _ j => star (v j)) (of fun i _ => v i) 0

/-- The state with singlet amplitude `s` and component amplitudes `t`. -/
def state (s : ℂ) (t : ι → ℂ) : Unit ⊕ ι → ℂ := Sum.elim (fun _ => s) t

variable [Fintype ι]

/-- The squared norm of the coupling vector. -/
def couplingSq (v : ι → ℂ) : ℝ := ∑ i, ‖v i‖ ^ 2

/-- The Hermitian product of the coupling vector with itself is its squared norm. -/
theorem star_dotProduct_self (v : ι → ℂ) : star v ⬝ᵥ v = (couplingSq v : ℂ) := by
  rw [couplingSq, dotProduct]
  push_cast
  exact Finset.sum_congr rfl fun i _ => Complex.conj_mul' (v i)

/-- A nonzero coupling vector has positive squared norm. -/
theorem couplingSq_pos {v : ι → ℂ} (hv : v ≠ 0) : 0 < couplingSq v := by
  obtain ⟨i, hi⟩ := Function.ne_iff.mp hv
  exact Finset.sum_pos' (fun _ _ => by positivity)
    ⟨i, Finset.mem_univ i, pow_pos (norm_pos_iff.mpr hi) 2⟩

/-- The Hamiltonian feeds the singlet through the overlap of the components with `v`,
and feeds the components only along `v`. -/
theorem hamiltonian_mulVec (d : ℝ) (v : ι → ℂ) (s : ℂ) (t : ι → ℂ) :
    hamiltonian d v *ᵥ state s t = state (d * s + star v ⬝ᵥ t) (s • v) := by
  funext i
  rcases i with i | i <;>
    simp [hamiltonian, state, mulVec, dotProduct, Fintype.sum_sum_type, mul_comm]

/-- For a nonzero coupling, a state has energy zero exactly when it has no singlet
amplitude and its component vector is orthogonal to the coupling vector. -/
theorem unshifted_iff (d : ℝ) {v : ι → ℂ} (hv : v ≠ 0) (s : ℂ) (t : ι → ℂ) :
    hamiltonian d v *ᵥ state s t = 0 ↔ s = 0 ∧ star v ⬝ᵥ t = 0 := by
  rw [hamiltonian_mulVec]
  constructor
  · intro h
    have h1 : (d : ℂ) * s + star v ⬝ᵥ t = 0 := congrFun h (Sum.inl ())
    have h2 : s • v = 0 := funext fun i => congrFun h (Sum.inr i)
    have hs : s = 0 := (smul_eq_zero.mp h2).resolve_right hv
    rw [hs, mul_zero, zero_add] at h1
    exact ⟨hs, h1⟩
  · rintro ⟨rfl, ht⟩
    rw [ht]
    funext i
    rcases i with i | i <;> simp [state]

/-- For a nonzero coupling, a real solution `E` of `E² = d E + |v|²` is an energy level,
with the nonzero state of singlet amplitude `E` and component amplitudes `v`. -/
theorem shifted_state (d : ℝ) {v : ι → ℂ} (hv : v ≠ 0) {E : ℝ}
    (hE : E ^ 2 = d * E + couplingSq v) :
    state (E : ℂ) v ≠ 0 ∧
      hamiltonian d v *ᵥ state (E : ℂ) v = (E : ℂ) • state (E : ℂ) v := by
  refine ⟨fun h => hv (funext fun i => congrFun h (Sum.inr i)), ?_⟩
  have hc : (E : ℂ) ^ 2 = d * E + couplingSq v := by exact_mod_cast hE
  rw [hamiltonian_mulVec, star_dotProduct_self]
  funext i
  rcases i with i | i
  · simp only [state, Sum.elim_inl, Pi.smul_apply, smul_eq_mul]
    linear_combination -hc
  · simp [state]

/-- The real solutions of `E² = d E + |v|²` are `(d ± √(d² + 4|v|²)) / 2`. -/
theorem shifted_energy_iff (d : ℝ) (v : ι → ℂ) (E : ℝ) :
    E ^ 2 = d * E + couplingSq v ↔
      E = (d + √(d ^ 2 + 4 * couplingSq v)) / 2 ∨
      E = (d - √(d ^ 2 + 4 * couplingSq v)) / 2 := by
  have hW : 0 ≤ couplingSq v := Finset.sum_nonneg fun _ _ => by positivity
  have hs := Real.sq_sqrt (show 0 ≤ d ^ 2 + 4 * couplingSq v by positivity)
  set r := √(d ^ 2 + 4 * couplingSq v)
  constructor
  · intro h
    have hp : (E - (d + r) / 2) * (E - (d - r) / 2) = 0 := by
      linear_combination h - hs / 4
    rcases mul_eq_zero.mp hp with h | h
    · left; linarith
    · right; linarith
  · rintro (h | h) <;> rw [h] <;> linear_combination hs / 4

variable [DecidableEq ι]

/-- For any coupling to `n` components, `X` times the characteristic polynomial is
`X ^ n * (X² - d X - |v|²)`. -/
theorem X_mul_charpoly (d : ℝ) (v : ι → ℂ) :
    X * (hamiltonian d v).charpoly =
      X ^ Fintype.card ι * (X ^ 2 - C (d : ℂ) * X - C (couplingSq v : ℂ)) := by
  have hW : ∑ i, C (star (v i)) * C (v i) = C (couplingSq v : ℂ) := by
    rw [← star_dotProduct_self, dotProduct, map_sum]
    exact Finset.sum_congr rfl fun i _ => C_mul.symm
  -- A triangular factor of determinant `X` clears the lower left block.
  have key : (hamiltonian d v).charmatrix *
      fromBlocks (of fun (_ _ : Unit) => (X : ℂ[X])) 0 (of fun i _ => C (v i)) 1 =
      fromBlocks (of fun _ _ => X ^ 2 - C (d : ℂ) * X - C (couplingSq v : ℂ))
        (of fun _ j => -C (star (v j))) 0 (diagonal fun _ => X) := by
    rw [hamiltonian, charmatrix_fromBlocks, fromBlocks_multiply]
    congr 1
    · refine Matrix.ext fun i j => ?_
      simp only [Matrix.add_apply, Matrix.mul_apply, Matrix.neg_apply, Matrix.map_apply,
        of_apply, charmatrix_apply, Finset.univ_unique, Finset.sum_singleton,
        diagonal_apply, if_true, neg_mul,
        Finset.sum_neg_distrib, hW]
      ring
    · refine Matrix.ext fun i j => ?_
      simp
    · refine Matrix.ext fun i j => ?_
      simp only [Matrix.add_apply, Matrix.mul_apply, Matrix.neg_apply, Matrix.map_apply,
        of_apply, charmatrix_apply, Matrix.zero_apply, map_zero, sub_zero,
        diagonal_apply, ite_mul, zero_mul, Finset.sum_ite_eq, Finset.mem_univ, if_true,
        Finset.univ_unique, Finset.sum_singleton]
      ring
    · refine Matrix.ext fun i j => ?_
      simp
  have hdet := congrArg Matrix.det key
  rw [det_mul, det_fromBlocks_zero₁₂, det_fromBlocks_zero₂₁, det_one, mul_one,
    det_diagonal] at hdet
  simp only [det_unique, of_apply, Finset.prod_const, Finset.card_univ] at hdet
  rw [Matrix.charpoly]
  linear_combination hdet

/-- For a nonzero coupling to `n` degenerate components, the characteristic polynomial is
`X ^ (n - 1) * (X² - d X - |v|²)`. -/
theorem charpoly_hamiltonian (d : ℝ) {v : ι → ℂ} (hv : v ≠ 0) :
    (hamiltonian d v).charpoly =
      X ^ (Fintype.card ι - 1) * (X ^ 2 - C (d : ℂ) * X - C (couplingSq v : ℂ)) := by
  obtain ⟨i, _⟩ := Function.ne_iff.mp hv
  have hpos : 1 ≤ Fintype.card ι := Fintype.card_pos_iff.mpr ⟨i⟩
  apply mul_left_cancel₀ (X_ne_zero : (X : ℂ[X]) ≠ 0)
  rw [X_mul_charpoly, ← mul_assoc, ← pow_succ', Nat.sub_add_cancel hpos]

/-- For a nonzero coupling, the dimension of the zero-energy eigenspace is one less than
the number of degenerate components. -/
theorem finrank_unshifted (d : ℝ) {v : ι → ℂ} (hv : v ≠ 0) :
    Module.finrank ℂ (Module.End.eigenspace (toLin' (hamiltonian d v)) 0) + 1 =
      Fintype.card ι := by
  let f : (ι → ℂ) →ₗ[ℂ] ℂ :=
    { toFun := fun t => star v ⬝ᵥ t
      map_add' := fun a b => dotProduct_add _ a b
      map_smul' := fun c a => dotProduct_smul c _ a }
  let e : (ι → ℂ) →ₗ[ℂ] (Unit ⊕ ι → ℂ) :=
    { toFun := fun t => state 0 t
      map_add' := fun a b => by funext i; rcases i with i | i <;> simp [state]
      map_smul' := fun c a => by funext i; rcases i with i | i <;> simp [state] }
  have he : Function.Injective e := fun a b h => funext fun i => congrFun h (Sum.inr i)
  -- The eigenspace is the embedded kernel of the overlap with `v`.
  have hE : Module.End.eigenspace (toLin' (hamiltonian d v)) 0 =
      (LinearMap.ker f).map e := by
    ext x
    rw [Module.End.mem_eigenspace_iff, zero_smul, toLin'_apply, Submodule.mem_map]
    constructor
    · intro h
      have hx : state (x (Sum.inl ())) (fun i => x (Sum.inr i)) = x := by
        funext i
        rcases i with i | i <;> rfl
      have h' := (unshifted_iff d hv (x (Sum.inl ())) (fun i => x (Sum.inr i))).mp
        (by rw [hx]; exact h)
      refine ⟨fun i => x (Sum.inr i), LinearMap.mem_ker.mpr h'.2, ?_⟩
      rw [h'.1] at hx
      exact hx
    · rintro ⟨t, ht, rfl⟩
      exact (unshifted_iff d hv 0 t).mpr ⟨rfl, LinearMap.mem_ker.mp ht⟩
  have hf : Function.Surjective f := by
    intro c
    have hW : (couplingSq v : ℂ) ≠ 0 := by exact_mod_cast (couplingSq_pos hv).ne'
    refine ⟨(c / (couplingSq v : ℂ)) • v, ?_⟩
    change star v ⬝ᵥ ((c / (couplingSq v : ℂ)) • v) = c
    rw [dotProduct_smul, star_dotProduct_self, smul_eq_mul, div_mul_cancel₀ _ hW]
  have hr := f.finrank_range_add_finrank_ker
  rw [LinearMap.range_eq_top.mpr hf, finrank_top, Module.finrank_self,
    Module.finrank_fintype_fun_eq_card] at hr
  rw [hE, ← (Submodule.equivMapOfInjective e he _).finrank_eq]
  omega

/-- For a triplet with nonzero coupling to the singlet, the characteristic polynomial is
`X² (X² - d X - |v|²)` and the zero-energy eigenspace has dimension two. -/
theorem triplet (d : ℝ) {v : Fin 3 → ℂ} (hv : v ≠ 0) :
    (hamiltonian d v).charpoly =
        X ^ 2 * (X ^ 2 - C (d : ℂ) * X - C (couplingSq v : ℂ)) ∧
      Module.finrank ℂ (Module.End.eigenspace (toLin' (hamiltonian d v)) 0) = 2 := by
  constructor
  · simpa only [Fintype.card_fin, Nat.reduceSub] using charpoly_hamiltonian d hv
  · have h := finrank_unshifted d hv
    rw [Fintype.card_fin] at h
    omega

end

end SingletTripletInteraction
```

```lean
#print axioms SingletTripletInteraction.shifted_state
#print axioms SingletTripletInteraction.shifted_energy_iff
#print axioms SingletTripletInteraction.triplet
```

```
'SingletTripletInteraction.shifted_state' depends on axioms: [propext, Classical.choice, Quot.sound]
'SingletTripletInteraction.shifted_energy_iff' depends on axioms: [propext, Classical.choice, Quot.sound]
'SingletTripletInteraction.triplet' depends on axioms: [propext, Classical.choice, Quot.sound]
```

## The theorems in physical terms

The index type `Unit ⊕ ι` has one entry for the singlet and one for each element of the finite type `ι`, so $n$ is `Fintype.card ι`. `hamiltonian d v` is $H$, and `state s t` is the unnormalised vector $(s,t)$. The product `star v ⬝ᵥ t` is $v^\dagger t$, conjugated in the first factor. `couplingSq v` is the Euclidean $|v|^2$; it is defined separately because Mathlib's default norm on functions `ι → ℂ` is the largest modulus. `X` is the polynomial variable $x$, and `C` turns a number into a constant polynomial.

`hamiltonian_mulVec` is the action formula, checked entry by entry. `unshifted_iff` reads the zero-energy condition off it. `finrank_unshifted` identifies the eigenspace with the embedded kernel of the overlap map and applies rank–nullity; its conclusion is written as dimension plus one equals $n$. `shifted_state` verifies the eigenvector $(E,v)$, and `shifted_energy_iff` factorises the quadratic. `triplet` sets $n=3$ in the polynomial and the dimension.

## Clearing a block without dividing by $X$

The familiar Schur-complement formula for a block determinant would use the inverse of $xI$. The entries here are polynomials, and `X` has no inverse in `ℂ[X]`. `X_mul_charpoly` therefore uses the triangular multiplier from the derivation, and its intermediate equation `key` is that matrix product, compared block by block. The lemmas `det_fromBlocks_zero₁₂` and `det_fromBlocks_zero₂₁` evaluate the determinants of the multiplier and of the product. Only afterwards does `charpoly_hamiltonian` remove the extra factor, by `mul_left_cancel₀`, which needs `X` to be nonzero but not invertible.

## Zero coupling, and what a real molecule adds

Take $n=3$, $d=1$ and $v=0$. Then $H=\mathrm{diag}(1,0,0,0)$ and the zero-energy space has dimension three, so the dimension count fails without $v\neq0$. The polynomial formula survives in this example, since $x^2(x^2-x)=x^3(x-1)$.

The theorems guarantee the polynomial, the full description of the zero-energy space and an eigenvector for each real root of the quadratic. They do not assemble these into an orthonormal eigenbasis, and they say nothing about rounding in a numerical diagonaliser.

What the theorems do not justify for a molecule is the reduction of its many-electron Hamiltonian to one singlet and one degenerate triplet. Spin–spin interaction or coupling to further states can split the sublevels, and the two unshifted combinations then need not stay at the original triplet energy.
